# Small-broadening error of a chain lead's self-energy: √(th) at the upper band edge, h/2 at the band centre

## The same broadening, two very different errors

I attach a device to a lead, a semi-infinite chain with hopping t and zero on-site energy, through a bond with the same hopping t, and add a small imaginary part ih to the energy E to pick out the retarded solution. At the band centre, making h ten times smaller makes the error in the lead self-energy ten times smaller. At the band edge E = 2t the error shrinks only by a factor of about three. Is my solver losing accuracy there, or does the lead itself respond to h in this way?

## Two separate roots inside the band, a double root at the edge

The lead itself does this. Take t > 0 and h > 0, and insert ψ_j = z^j into the chain equation:

t(z² + 1) = (E + ih)z, with |z| < 1.

The self-energy is S = tz. It satisfies S(E + ih − S) = t²(z² + 1) − t²z² = t², which is the surface Dyson equation S = t²/(E + ih − S).

The two roots of the quadratic have product 1. Neither is zero, so we may divide by z and take the imaginary part:

t Im z (1 − 1/|z|²) = h.

A root with |z| = 1 would give h = 0. Hence exactly one root decays, and it has Im z < 0.

Inside the band, write E = 2t cos k with 0 < k < π. The quadratic factorises as

t(z − e^{−ik})(z − e^{ik}) = ihz,

and therefore

|S − te^{−ik}| · |z − e^{ik}| = h|z|.

Since Im z < 0 while Im e^{ik} = sin k, the second factor is at least sin k, and the error is at most h/sin k. So z → e^{−ik} as h → 0+, which gives |z| → 1 and |z − e^{ik}| → 2 sin k. It follows that

|S − te^{−ik}|/h → 1/(2 sin k).

At the centre, k = π/2, this reads |S + it|/h → 1/2.

At E = 2t the two unbroadened roots merge at z = 1:

t(z − 1)² = ihz, so |S − t|² = th|z|.

Because |z| < 1, this gives 1 − |z| ≤ |1 − z| ≤ √(h/t). So |z| → 1 and |S − t|/√(th) → 1.

The edge error divided by the centre error thus grows as 2√(t/h). For h = 10⁻⁴t that is a factor of about 200. For this non-interacting, single-orbital lead, a broadening that looks converged at mid-band can still be visible at the edge in a transport simulation.

The sign of the phase needs care. With positive hopping and the lead extending towards growing j, the outgoing wave is e^{−ikj}, not e^{ikj}. If you compare S with te^{ik} instead, the modulus of the difference tends to 2t sin k, and you see an "error" that no reduction of h removes.

### What the Lean statements say

`IsDecayingFactor t E h z` contains the condition `‖z‖ < 1` and the chain equation in the form without division by z. The parameters t, E and h are real, and z is complex. `selfEnergy t z` is tz, and `blochFactor k` is e^{ik}.

In `broadening_error_limits`, `ze` and `zc` assign a decaying factor to every h > 0, at E = 2t and E = 0 respectively. The filter `𝓝[>] 0` means that h approaches zero from above. The two conclusions are the limits 1 and 1/2, and `edge_to_centre_ratio` adds the limit 2 for the ratio of errors divided by √(t/h). Such families exist, and their values at h > 0 are unique, by `existsUnique_decayingFactor`.

Existence at every real E needs h ≠ 0: for t = 1, E = 0 and h = 0 the equation is z² + 1 = 0, whose roots ±i both have modulus 1.

The self-energy is defined through the Bloch factor and shown to solve the Dyson equation; it is not derived from the resolvent of an infinite Hamiltonian. The limits are taken at fixed energy, and leads with several orbitals per cell lie beyond the model.

```lean
import Mathlib

open Filter Topology

namespace LeadBroadening

noncomputable section

/-- `z` is a decaying Bloch factor of a chain with hopping `t` at complex energy `E + i h`:
`‖z‖ < 1` and `ψ_j = z ^ j` solves `t ψ_(j+1) + t ψ_(j-1) = (E + i h) ψ_j`. -/
def IsDecayingFactor (t E h : ℝ) (z : ℂ) : Prop :=
  ‖z‖ < 1 ∧ (t : ℂ) * (z ^ 2 + 1) = (E + h * Complex.I) * z

/-- The lead self-energy `S = t z` belonging to the Bloch factor `z`. -/
def selfEnergy (t : ℝ) (z : ℂ) : ℂ := t * z

/-- The phase factor `exp (i k)` of a propagating Bloch wave. -/
def blochFactor (k : ℝ) : ℂ := Complex.exp (k * Complex.I)

/-- For nonzero hopping the self-energy solves the surface Dyson equation
`S = t² / (E + i h - S)`, whose denominator does not vanish. -/
theorem selfEnergy_dyson {t E h : ℝ} {z : ℂ} (ht : t ≠ 0) (hz : IsDecayingFactor t E h z) :
    E + h * Complex.I - selfEnergy t z ≠ 0 ∧
      selfEnergy t z = (t : ℂ) ^ 2 / (E + h * Complex.I - selfEnergy t z) := by
  have htc : (t : ℂ) ≠ 0 := by exact_mod_cast ht
  have key : selfEnergy t z * (E + h * Complex.I - selfEnergy t z) = (t : ℂ) ^ 2 := by
    unfold selfEnergy
    linear_combination (-(t : ℂ)) * hz.2
  have hne : E + h * Complex.I - selfEnergy t z ≠ 0 := by
    intro h0
    rw [h0, mul_zero] at key
    exact pow_ne_zero 2 htc key.symm
  exact ⟨hne, (eq_div_iff hne).mpr key⟩

/-- Every Bloch factor of the broadened chain, decaying or not, obeys the balance
`t Im z (|z|² - 1) = h |z|²`. -/
theorem absorption_balance {t E h : ℝ} {z : ℂ}
    (hz : (t : ℂ) * (z ^ 2 + 1) = (E + h * Complex.I) * z) :
    t * z.im * (Complex.normSq z - 1) = h * Complex.normSq z := by
  have hre := congrArg Complex.re hz
  have him := congrArg Complex.im hz
  simp only [pow_two, Complex.mul_re, Complex.mul_im, Complex.add_re, Complex.add_im,
    Complex.ofReal_re, Complex.ofReal_im, Complex.I_re, Complex.I_im, Complex.one_re,
    Complex.one_im] at hre him
  rw [Complex.normSq_apply]
  linear_combination z.re * him - z.im * hre

/-- For positive hopping and broadening the decaying Bloch factor has negative imaginary part. -/
theorem decayingFactor_im_neg {t E h : ℝ} {z : ℂ} (ht : 0 < t) (hh : 0 < h)
    (hz : IsDecayingFactor t E h z) : z.im < 0 := by
  have hz0 : z ≠ 0 := by
    intro h0
    have h2 := hz.2
    rw [h0] at h2
    have : (t : ℂ) = 0 := by linear_combination h2
    exact ht.ne' (by exact_mod_cast this)
  have hp : 0 < Complex.normSq z := Complex.normSq_pos.mpr hz0
  have hn : Complex.normSq z < 1 := by
    rw [← Complex.sq_norm]
    nlinarith [norm_nonneg z, hz.1]
  have key := absorption_balance hz.2
  by_contra hc
  have hy : 0 ≤ z.im := not_lt.mp hc
  have h1 := mul_nonneg (mul_nonneg ht.le hy) (sub_nonneg.mpr hn.le)
  have h2 := mul_pos hh hp
  nlinarith

/-- For positive hopping and broadening there is exactly one decaying Bloch factor at each
real energy `E`. -/
theorem existsUnique_decayingFactor {t h : ℝ} (E : ℝ) (ht : 0 < t) (hh : 0 < h) :
    ∃! z : ℂ, IsDecayingFactor t E h z := by
  have htc : (t : ℂ) ≠ 0 := by exact_mod_cast ht.ne'
  obtain ⟨c, hc⟩ : ∃ c : ℂ, (t : ℂ) * c = E + h * Complex.I :=
    ⟨(E + h * Complex.I) / t, mul_div_cancel₀ _ htc⟩
  obtain ⟨s, hs⟩ := IsAlgClosed.exists_pow_nat_eq (c ^ 2 - 4) (n := 2) (by norm_num)
  -- the two roots of the quadratic have product one
  obtain ⟨a, ha⟩ : ∃ a : ℂ, a = (c + s) / 2 := ⟨_, rfl⟩
  obtain ⟨b, hb⟩ : ∃ b : ℂ, b = (c - s) / 2 := ⟨_, rfl⟩
  have hab : a * b = 1 := by
    rw [ha, hb]
    linear_combination (-1 / 4 : ℂ) * hs
  have hsum : a + b = c := by
    rw [ha, hb]
    ring
  have ea : (t : ℂ) * (a ^ 2 + 1) = (E + h * Complex.I) * a := by
    linear_combination a * hc + t * a * hsum - t * hab
  have eb : (t : ℂ) * (b ^ 2 + 1) = (E + h * Complex.I) * b := by
    linear_combination b * hc + t * b * hsum - t * hab
  have hnorm : ‖a‖ * ‖b‖ = 1 := by rw [← norm_mul, hab, norm_one]
  have hex : ∃ z : ℂ, IsDecayingFactor t E h z := by
    rcases lt_trichotomy ‖a‖ 1 with h1 | h1 | h1
    · exact ⟨a, h1, ea⟩
    · -- a root on the unit circle would not absorb
      have key := absorption_balance ea
      rw [← Complex.sq_norm, h1] at key
      exact absurd (show h = 0 by linarith) hh.ne'
    · refine ⟨b, ?_, eb⟩
      by_contra hc1
      nlinarith [not_lt.mp hc1]
  obtain ⟨z, hz⟩ := hex
  refine ⟨z, hz, fun w hw => ?_⟩
  have hprod : (t : ℂ) * ((w - z) * (w * z - 1)) = 0 := by
    linear_combination z * hw.2 - w * hz.2
  rcases mul_eq_zero.mp ((mul_eq_zero.mp hprod).resolve_left htc) with h1 | h1
  · exact sub_eq_zero.mp h1
  · have h2 : ‖w‖ * ‖z‖ = 1 := by rw [← norm_mul, sub_eq_zero.mp h1, norm_one]
    nlinarith [mul_nonneg (sub_nonneg.mpr hw.1.le) (norm_nonneg z), hz.1]

/-- At `E = 2 t cos k` and `h ≥ 0`, the distance of the self-energy from `t exp (-i k)` times the
distance of the decaying factor `z` from the other Bloch factor `exp (i k)` equals `h ‖z‖`. -/
theorem error_factorization {t h k : ℝ} {z : ℂ} (hh : 0 ≤ h)
    (hz : IsDecayingFactor t (2 * t * Real.cos k) h z) :
    ‖selfEnergy t z - selfEnergy t (blochFactor (-k))‖ * ‖z - blochFactor k‖ = h * ‖z‖ := by
  have huv : blochFactor (-k) * blochFactor k = 1 := by
    unfold blochFactor
    rw [← Complex.exp_add, Complex.ofReal_neg, neg_mul, neg_add_cancel, Complex.exp_zero]
  have hsum : blochFactor (-k) + blochFactor k = 2 * Complex.cos k := by
    simp only [blochFactor, Complex.exp_mul_I, Complex.ofReal_neg, Complex.cos_neg,
      Complex.sin_neg]
    ring
  have h2 := hz.2
  push_cast at h2
  have key : (selfEnergy t z - selfEnergy t (blochFactor (-k))) * (z - blochFactor k)
      = h * Complex.I * z := by
    unfold selfEnergy
    linear_combination h2 - t * z * hsum + t * huv
  have hn := congrArg norm key
  simpa only [norm_mul, Complex.norm_I, Complex.norm_real, Real.norm_of_nonneg hh,
    mul_one] using hn

/-- Inside the band, `E = 2 t cos k` with `0 < k < π`, the self-energy error at broadening
`h > 0` is at most `h / sin k` for positive hopping. -/
theorem error_le {t h k : ℝ} {z : ℂ} (ht : 0 < t) (hh : 0 < h) (hk : 0 < k)
    (hk' : k < Real.pi) (hz : IsDecayingFactor t (2 * t * Real.cos k) h z) :
    ‖selfEnergy t z - selfEnergy t (blochFactor (-k))‖ ≤ h / Real.sin k := by
  have hs : 0 < Real.sin k := Real.sin_pos_of_pos_of_lt_pi hk hk'
  have him := decayingFactor_im_neg ht hh hz
  -- `z` lies in the lower half plane, `exp (i k)` in the upper one
  have hd : Real.sin k ≤ ‖z - blochFactor k‖ := by
    have h1 := Complex.abs_im_le_norm (z - blochFactor k)
    have h2 := neg_abs_le (z - blochFactor k).im
    rw [Complex.sub_im, blochFactor, Complex.exp_ofReal_mul_I_im] at h1 h2
    unfold blochFactor
    linarith
  rw [le_div_iff₀ hs]
  calc _ ≤ ‖selfEnergy t z - selfEnergy t (blochFactor (-k))‖ * ‖z - blochFactor k‖ :=
        mul_le_mul_of_nonneg_left hd (norm_nonneg _)
    _ = h * ‖z‖ := error_factorization hh.le hz
    _ ≤ h := by nlinarith [hz.1]

/-- Inside the band, `E = 2 t cos k` with `t > 0` and `0 < k < π`, the self-energy error
divided by `h` tends to `1 / (2 sin k)` as `h` tends to `0` from above. -/
theorem interior_error_limit {t k : ℝ} {z : ℝ → ℂ} (ht : 0 < t) (hk : 0 < k)
    (hk' : k < Real.pi)
    (hz : ∀ h, 0 < h → IsDecayingFactor t (2 * t * Real.cos k) h (z h)) :
    Tendsto (fun h => ‖selfEnergy t (z h) - selfEnergy t (blochFactor (-k))‖ / h)
      (𝓝[>] 0) (𝓝 (1 / (2 * Real.sin k))) := by
  have hs : 0 < Real.sin k := Real.sin_pos_of_pos_of_lt_pi hk hk'
  have hg : Tendsto (fun h : ℝ => h / Real.sin k / t) (𝓝[>] 0) (𝓝 0) := by
    have hc : Continuous (fun h : ℝ => h / Real.sin k / t) :=
      (continuous_id.div_const _).div_const _
    exact (hc.tendsto' 0 0 (by simp)).mono_left nhdsWithin_le_nhds
  have hlim : Tendsto z (𝓝[>] 0) (𝓝 (blochFactor (-k))) := by
    rw [tendsto_iff_norm_sub_tendsto_zero]
    refine squeeze_zero' (Eventually.of_forall fun h => norm_nonneg _) ?_ hg
    filter_upwards [self_mem_nhdsWithin] with h hh
    have h1 := error_le ht hh hk hk' (hz h hh)
    unfold selfEnergy at h1
    rw [← mul_sub, norm_mul, Complex.norm_real, Real.norm_of_nonneg ht.le] at h1
    rw [le_div_iff₀ ht]
    linarith
  have hu : ‖blochFactor (-k)‖ = 1 := Complex.norm_exp_ofReal_mul_I _
  have huv : ‖blochFactor (-k) - blochFactor k‖ = 2 * Real.sin k := by
    have h1 : blochFactor (-k) - blochFactor k
        = ((-(2 * Real.sin k) : ℝ) : ℂ) * Complex.I := by
      simp only [blochFactor, Complex.exp_mul_I, Complex.ofReal_neg, Complex.cos_neg,
        Complex.sin_neg, Complex.ofReal_mul, Complex.ofReal_sin, Complex.ofReal_ofNat]
      ring
    rw [h1, norm_mul, Complex.norm_I, mul_one, Complex.norm_real, norm_neg,
      Real.norm_of_nonneg (by linarith)]
  have hq := hlim.norm.div (hlim.sub_const (blochFactor k)).norm
    (by rw [huv]; linarith)
  rw [hu, huv] at hq
  refine Tendsto.congr' ?_ hq
  filter_upwards [self_mem_nhdsWithin] with h hh
  have hh' : 0 < h := hh
  have hf := error_factorization hh'.le (hz h hh')
  have hne : ‖z h - blochFactor k‖ ≠ 0 := by
    intro h0
    have him := decayingFactor_im_neg ht hh' (hz h hh')
    rw [sub_eq_zero.mp (norm_eq_zero.mp h0), blochFactor,
      Complex.exp_ofReal_mul_I_im] at him
    linarith
  exact (div_eq_div_iff hne hh'.ne').mpr (by linarith)

/-- At the band edge `E = 2 t`, with `t, h ≥ 0`, the squared self-energy error is exactly
`t h ‖z‖`. -/
theorem edge_error_sq {t h : ℝ} {z : ℂ} (ht : 0 ≤ t) (hh : 0 ≤ h)
    (hz : IsDecayingFactor t (2 * t) h z) : ‖selfEnergy t z - t‖ ^ 2 = t * h * ‖z‖ := by
  have h2 := hz.2
  push_cast at h2
  have key : (selfEnergy t z - t) ^ 2 = t * (h * Complex.I * z) := by
    unfold selfEnergy
    linear_combination t * h2
  rw [← norm_pow, key]
  simp only [norm_mul, Complex.norm_I, Complex.norm_real, Real.norm_of_nonneg hh,
    Real.norm_of_nonneg ht]
  ring

/-- For `t > 0` and `h` tending to `0` from above, the self-energy error is asymptotically
`√(t h)` at the band edge `E = 2 t` and `h / 2` at the band centre `E = 0`. -/
theorem broadening_error_limits {t : ℝ} {ze zc : ℝ → ℂ} (ht : 0 < t)
    (hze : ∀ h, 0 < h → IsDecayingFactor t (2 * t) h (ze h))
    (hzc : ∀ h, 0 < h → IsDecayingFactor t 0 h (zc h)) :
    Tendsto (fun h => ‖selfEnergy t (ze h) - t‖ / √(t * h)) (𝓝[>] 0) (𝓝 1) ∧
    Tendsto (fun h => ‖selfEnergy t (zc h) + Complex.I * t‖ / h) (𝓝[>] 0) (𝓝 (1 / 2)) := by
  constructor
  · -- the edge error is `√(t h) √‖z‖`, and `‖z‖` tends to one
    have hg : Tendsto (fun h : ℝ => 1 - √(t * h) / t) (𝓝[>] 0) (𝓝 1) := by
      have hc : Continuous (fun h : ℝ => 1 - √(t * h) / t) :=
        continuous_const.sub ((Real.continuous_sqrt.comp
          (continuous_const.mul continuous_id)).div_const _)
      exact (hc.tendsto' 0 1 (by simp)).mono_left nhdsWithin_le_nhds
    have hn : Tendsto (fun h => ‖ze h‖) (𝓝[>] 0) (𝓝 1) := by
      refine tendsto_of_tendsto_of_tendsto_of_le_of_le' hg tendsto_const_nhds ?_ ?_
      · filter_upwards [self_mem_nhdsWithin] with h hh
        have hh' : 0 < h := hh
        have h1 : ‖selfEnergy t (ze h) - t‖ ≤ √(t * h) := by
          rw [← Real.sqrt_sq (norm_nonneg (selfEnergy t (ze h) - t)),
            edge_error_sq ht.le hh'.le (hze h hh')]
          exact Real.sqrt_le_sqrt
            (mul_le_of_le_one_right (mul_pos ht hh').le (hze h hh').1.le)
        have h2 := norm_sub_norm_le (t : ℂ) (selfEnergy t (ze h))
        rw [norm_sub_rev (t : ℂ)] at h2
        have h3 : ‖selfEnergy t (ze h)‖ = t * ‖ze h‖ := by
          rw [selfEnergy, norm_mul, Complex.norm_real, Real.norm_of_nonneg ht.le]
        rw [h3, Complex.norm_real, Real.norm_of_nonneg ht.le] at h2
        have h4 : 1 - ‖ze h‖ ≤ √(t * h) / t := by
          rw [le_div_iff₀ ht]
          linarith
        linarith
      · filter_upwards [self_mem_nhdsWithin] with h hh
        exact (hze h hh).1.le
    have hq := (Real.continuous_sqrt.tendsto 1).comp hn
    rw [Real.sqrt_one] at hq
    refine Tendsto.congr' ?_ hq
    filter_upwards [self_mem_nhdsWithin] with h hh
    have hh' : 0 < h := hh
    have hp : 0 < t * h := mul_pos ht hh'
    have h1 : ‖selfEnergy t (ze h) - t‖ = √(t * h) * √‖ze h‖ := by
      rw [← Real.sqrt_mul hp.le, ← edge_error_sq ht.le hh'.le (hze h hh'),
        Real.sqrt_sq (norm_nonneg _)]
    rw [h1, mul_div_cancel_left₀ _ (Real.sqrt_pos.mpr hp).ne']
    rfl
  · -- the band centre is the interior point `k = π / 2`
    have hc := interior_error_limit (k := Real.pi / 2) (z := zc) ht
      (by linarith [Real.pi_pos]) (by linarith [Real.pi_pos])
      (by
        intro h hh
        rw [Real.cos_pi_div_two, mul_zero]
        exact hzc h hh)
    have hI : blochFactor (-(Real.pi / 2)) = -Complex.I := by
      rw [blochFactor, Complex.exp_mul_I, ← Complex.ofReal_cos, ← Complex.ofReal_sin,
        Real.cos_neg, Real.sin_neg, Real.cos_pi_div_two, Real.sin_pi_div_two]
      simp
    have e : ∀ h, selfEnergy t (zc h) - selfEnergy t (-Complex.I)
        = selfEnergy t (zc h) + Complex.I * t := by
      intro h
      unfold selfEnergy
      ring
    rw [hI, Real.sin_pi_div_two] at hc
    simpa only [e, mul_one] using hc

/-- For `t > 0` the ratio of the self-energy error at the band edge `E = 2 t` to that at the
band centre `E = 0` grows as `2 √(t / h)` when `h` tends to `0` from above. -/
theorem edge_to_centre_ratio {t : ℝ} {ze zc : ℝ → ℂ} (ht : 0 < t)
    (hze : ∀ h, 0 < h → IsDecayingFactor t (2 * t) h (ze h))
    (hzc : ∀ h, 0 < h → IsDecayingFactor t 0 h (zc h)) :
    Tendsto (fun h => ‖selfEnergy t (ze h) - t‖ / ‖selfEnergy t (zc h) + Complex.I * t‖
      / √(t / h)) (𝓝[>] 0) (𝓝 2) := by
  obtain ⟨hA, hB⟩ := broadening_error_limits ht hze hzc
  have hr := hA.div hB (by norm_num)
  rw [show (1 : ℝ) / (1 / 2) = 2 by norm_num] at hr
  refine Tendsto.congr' ?_ hr
  filter_upwards [self_mem_nhdsWithin] with h hh
  have hh' : 0 < h := hh
  have hs : √(t * h) = h * √(t / h) := by
    rw [show t * h = h ^ 2 * (t / h) by field_simp, Real.sqrt_mul (sq_nonneg h),
      Real.sqrt_sq hh'.le]
  have e : ∀ a m : ℝ, a / √(t * h) / (m / h) = a / m / √(t / h) := by
    intro a m
    rw [hs, div_div_div_eq, div_div, mul_comm a h, mul_assoc h, mul_comm (√(t / h)) m,
      mul_div_mul_left _ _ hh'.ne']
  exact e _ _

end

end LeadBroadening
```

```lean
#print axioms LeadBroadening.selfEnergy_dyson
-- 'LeadBroadening.selfEnergy_dyson' depends on axioms: [propext, Classical.choice, Quot.sound]
#print axioms LeadBroadening.existsUnique_decayingFactor
-- 'LeadBroadening.existsUnique_decayingFactor' depends on axioms: [propext, Classical.choice, Quot.sound]
#print axioms LeadBroadening.edge_to_centre_ratio
-- 'LeadBroadening.edge_to_centre_ratio' depends on axioms: [propext, Classical.choice, Quot.sound]
```

### From the quadratic to the limits in Lean

`selfEnergy_dyson` checks the product S(E + ih − S) = t², which also shows that the denominator is nonzero. `absorption_balance` combines the real and imaginary parts of the chain equation; this is the imaginary-part identity above, multiplied by |z|². `decayingFactor_im_neg` reads off the sign of Im z.

For existence, `existsUnique_decayingFactor` builds both roots from a complex square root and compares the modulus of one of them with 1. For uniqueness, it takes two decaying factors w and z, multiplies the equation of w by z and that of z by w, and subtracts to get t(w − z)(wz − 1) = 0; two moduli below 1 rule out wz = 1.

`error_factorization` is the factorised quadratic after taking norms, and `error_le` adds the half-plane estimate. `interior_error_limit` squeezes z towards e^{−ik}, takes the limit of |z|/|z − e^{ik}|, and uses `Tendsto.congr'` to replace that quotient by the error over h.

`edge_error_sq` is the exact identity at the edge. `broadening_error_limits` squeezes |z| between 1 − √(th)/t and 1, then takes a square root; its second half is the interior limit at k = π/2. Finally, `edge_to_centre_ratio` divides the two limits, using √(th) = h√(t/h).
